# A higher-energy orbital can be the more compact one: nodeless Coulomb orbitals with different effective charges

## Does higher orbital energy mean a more diffuse orbital?

To compare energy with size I need a model that supplies both, so I take the nodeless radial orbital u(r) = r^n exp(-zr), with n ≥ 1, z > 0 and energy -z²/2 in atomic units. I often hear that the higher of two orbitals is the more diffuse one. Yet (n, z) = (4, 1) seems to lie above (5, 1.1) in energy while having both the smaller most probable radius and the smaller mean radius. Can this be made rigorous, with "size" defined precisely by these two radii, and checked by machine?

## No: z alone fixes the energy, but n and z together fix the size

Yes, it can. The choice that matters is to let n and z vary independently. The two orbitals can then belong to different Coulomb potentials, each with its own effective nuclear charge nz: (4, 1) is a 4f orbital at charge 4, and (5, 1.1) is a 5g orbital at charge 5.5.

### Energy, maximum and mean radius

Differentiating u once gives u′ = (n/r - z)u. Differentiating again gives

u″ = [(n/r - z)² - n/r²] u = [n(n-1)/r² - 2nz/r + z²] u.

Multiplying by -1/2 and moving the r-dependent terms to the left gives

-½ u″ + [n(n-1)/(2r²) - nz/r] u = -(z²/2) u.

This is the radial Schrödinger equation with angular momentum l = n-1 and nuclear charge nz, so the energy belongs to the orbital.

The radial density is u² = r^(2n) exp(-2zr). To find its maximum, use x < exp(x-1), which holds for every real x ≠ 1. Put x = zr/n with r > 0 and r ≠ n/z, and raise both positive sides to the power 2n:

(zr/n)^(2n) < exp(2zr - 2n).

Multiplying by (n/z)^(2n) exp(-2zr) gives

r^(2n) exp(-2zr) < (n/z)^(2n) exp(-2n).

The right side is the density at r = n/z, which is therefore the unique maximum.

For the mean radius, the Gamma integral gives

∫₀^∞ r^k exp(-2zr) dr = k!/(2z)^(k+1).

The cases k = 2n+1 and k = 2n are the numerator and denominator of the mean:

⟨r⟩ = [(2n+1)!/(2z)^(2n+2)] / [(2n)!/(2z)^(2n+1)] = (2n+1)/(2z).

The second integral also gives the normalised orbital, √((2z)^(2n+1)/(2n)!) r^n exp(-zr).

### When the order reverses

Compare (n, z) with a second orbital (m, w). The first is higher in energy when -w²/2 < -z²/2, that is, when z < w. It has the smaller mean radius when (2n+1)/(2z) < (2m+1)/(2w). Both happen exactly when

z < w and (2n+1)w < (2m+1)z.

The maxima are then reversed as well. The second inequality reads 2nw < 2mz + (z - w), and z - w is negative, so nw < mz and n/z < m/w.

If n = m, the two conditions contradict each other: at fixed n, higher energy does mean a larger mean radius.

For the pair in question:

- (4, 1) has energy -0.5, maximum at 4 and mean radius 9/2.
- (5, 1.1) has energy -0.605, maximum at 50/11 ≈ 4.55 and mean radius 5.

The smallest physical case is n = 1. With z = 1 it is the hydrogen 1s orbital, with maximum at 1 bohr and mean radius 3/2 bohr. Against m = 2, the reversal occurs for z < w < 5z/3. The 2p orbital of the ion Li²⁺, with nuclear charge 3 and so w = 3/2, is in this range: its energy of -1.125 is below the -0.5 of hydrogen 1s, yet its mean radius of 5/3 bohr is the larger one.

A reversal requires n < m as well as z < w, hence nz < mw: the lower orbital must feel the larger charge. Two of these orbitals in the same Coulomb potential never show it, a consequence of the criterion that the code does not state separately.

### The definitions and theorems in words

In the code below, `radialOrbital n z r` is the unnormalised u(r), with `n` a natural number and `z` real. `radialDensity` is its square. Since u is r times the radial wavefunction, the factor r² from the volume element is already included.

`meanRadius` is a ratio of integrals over `Ioi (0 : ℝ)`, the half-line r > 0, so normalisation cancels. `IsMostProbableRadius n z a` says that a is positive and that the density at a strictly exceeds its value at every other positive radius. This is a global condition, stronger than a vanishing derivative.

`orbitalEnergy` is defined as -z²/2, and `radial_schrodinger` ties it to the orbital by proving the differential equation at every r > 0. It does not construct a Hamiltonian operator or treat its spectrum.

The final theorem, `higher_energy_not_always_more_diffuse`, refutes a weak form of the claim: that the higher orbital always has the larger mean radius or the larger most probable radius. Because even this "or" fails, the claim fails for each measure taken separately.

The model has one electron, a pure Coulomb potential for each orbital and no radial nodes. Orbitals with nodes, exchange and self-consistent screening are not covered. "Size" here means the mean or the most probable radius. The far tail behaves differently: the higher orbital has the smaller z, so its density decays more slowly and is always the larger one at sufficiently large r. The code does not treat this third measure. The reversal compares orbitals in two different potentials, such as those of two different ions, and does not show that it occurs within one atom. In a single local central potential, the lowest level rises with l, so the nodeless orbital with the larger l could not be the lower one, as it is here.

In Lean 4 with Mathlib:

```lean
import Mathlib

open MeasureTheory Set

namespace OrbitalEnergyVersusSize

noncomputable section

/-- The unnormalised nodeless radial orbital `u(r) = r^n exp(-z r)`. -/
def radialOrbital (n : ℕ) (z r : ℝ) : ℝ := r ^ n * Real.exp (-z * r)

/-- The unnormalised radial density, the square of the radial orbital. -/
def radialDensity (n : ℕ) (z r : ℝ) : ℝ := radialOrbital n z r ^ 2

/-- The orbital energy `-z²/2` in atomic units. -/
def orbitalEnergy (z : ℝ) : ℝ := -z ^ 2 / 2

/-- The mean radius of the radial density, for `z > 0`. -/
def meanRadius (n : ℕ) (z : ℝ) : ℝ :=
  (∫ r in Ioi (0 : ℝ), r * radialDensity n z r) / ∫ r in Ioi (0 : ℝ), radialDensity n z r

/-- The radius `a > 0` is the strict global maximum of the radial density on `r > 0`. -/
def IsMostProbableRadius (n : ℕ) (z a : ℝ) : Prop :=
  0 < a ∧ ∀ r, 0 < r → r ≠ a → radialDensity n z r < radialDensity n z a

/-- The radial density is `r^(2n) exp(-2 z r)`. -/
theorem radialDensity_eq (n : ℕ) (z r : ℝ) :
    radialDensity n z r = r ^ (2 * n) * Real.exp (-2 * z * r) := by
  have h : Real.exp (-2 * z * r) = Real.exp (-z * r) ^ 2 := by
    rw [sq, ← Real.exp_add]
    congr 1
    ring
  rw [h, radialDensity, radialOrbital, mul_pow, ← pow_mul, mul_comm n 2]

/-- The radial orbital solves the radial Schrödinger equation with angular momentum `n - 1` and
nuclear charge `n z`, at energy `-z²/2`, at every `r > 0`. The case `n = 0` is allowed but is not
physical, since the angular momentum would be `-1`. -/
theorem radial_schrodinger (n : ℕ) (z : ℝ) {r : ℝ} (hr : 0 < r) :
    -(1 / 2) * deriv (deriv (radialOrbital n z)) r
      + (n * (n - 1) / (2 * r ^ 2) - n * z / r) * radialOrbital n z r
      = orbitalEnergy z * radialOrbital n z r := by
  -- the logarithmic derivative of the orbital is n/x - z
  have h1 : ∀ x : ℝ, x ≠ 0 →
      HasDerivAt (radialOrbital n z) ((n * x⁻¹ - z) * radialOrbital n z x) x := by
    intro x hx
    have hp : (n : ℝ) * x ^ (n - 1) = n * x⁻¹ * x ^ n := by
      cases n with
      | zero => simp
      | succ k =>
        rw [Nat.add_sub_cancel, pow_succ]
        field_simp
    have hl : HasDerivAt (fun y : ℝ => -z * y) (-z) x :=
      ((hasDerivAt_id' x).const_mul (-z)).congr_deriv (mul_one _)
    refine ((hasDerivAt_pow n x).fun_mul hl.exp).congr_deriv ?_
    simp only [radialOrbital]
    linear_combination Real.exp (-z * x) * hp
  have h2 : HasDerivAt (fun x : ℝ => (n : ℝ) * x⁻¹ - z) (n * -(r ^ 2)⁻¹) r :=
    ((hasDerivAt_inv hr.ne').const_mul _).sub_const _
  have h3 := h2.fun_mul (h1 r hr.ne')
  have h4 : deriv (radialOrbital n z) =ᶠ[nhds r]
      fun x => ((n : ℝ) * x⁻¹ - z) * radialOrbital n z x := by
    filter_upwards [isOpen_Ioi.mem_nhds hr] with x hx
    exact (h1 x (ne_of_gt hx)).deriv
  rw [h4.deriv_eq, h3.deriv, orbitalEnergy]
  ring

/-- The radial density has exactly one most probable radius, `n/z`. -/
theorem isMostProbableRadius_iff {n : ℕ} (hn : 1 ≤ n) {z : ℝ} (hz : 0 < z) (a : ℝ) :
    IsMostProbableRadius n z a ↔ a = n / z := by
  have hn' : (0 : ℝ) < n := by exact_mod_cast hn
  have ha : 0 < (n : ℝ) / z := div_pos hn' hz
  have key : ∀ r, 0 < r → r ≠ n / z → radialDensity n z r < radialDensity n z (n / z) := by
    intro r hr hne
    have hx : z * r / n - 1 ≠ 0 := by
      intro h
      apply hne
      have h' : z * r / n = 1 := by linarith
      rw [div_eq_one_iff_eq hn'.ne'] at h'
      rw [eq_div_iff hz.ne']
      linarith
    -- x < exp (x - 1) away from x = 1, raised to the power 2n
    have h1 : z * r / n < Real.exp (z * r / n - 1) := by
      have := Real.add_one_lt_exp hx
      linarith
    have h2 : (z * r / n) ^ (2 * n) < Real.exp (z * r / n - 1) ^ (2 * n) :=
      pow_lt_pow_left₀ h1 (by positivity) (by omega)
    have h3 : r ^ (2 * n) = (z * r / n) ^ (2 * n) * ((n : ℝ) / z) ^ (2 * n) := by
      rw [← mul_pow]
      congr 1
      field_simp
    have h4 : Real.exp (z * r / n - 1) ^ (2 * n) * Real.exp (-2 * z * r)
        = Real.exp (-2 * z * (n / z)) := by
      rw [← Real.exp_nat_mul, ← Real.exp_add]
      congr 1
      push_cast
      field_simp
      ring
    rw [radialDensity_eq, radialDensity_eq, h3, ← h4]
    have h5 : 0 < ((n : ℝ) / z) ^ (2 * n) * Real.exp (-2 * z * r) := by positivity
    have h6 := mul_lt_mul_of_pos_right h2 h5
    linarith
  constructor
  · rintro ⟨h0, h⟩
    by_contra hne
    exact lt_asymm (key a h0 hne) (h _ ha (Ne.symm hne))
  · rintro rfl
    exact ⟨ha, key⟩

/-- The radial moments of the exponential are `k!/(2z)^(k+1)`. -/
theorem radial_moment (k : ℕ) {z : ℝ} (hz : 0 < z) :
    ∫ r in Ioi (0 : ℝ), r ^ k * Real.exp (-2 * z * r)
      = (k.factorial : ℝ) / (2 * z) ^ (k + 1) := by
  have h := Real.integral_rpow_mul_exp_neg_mul_Ioi (a := (k : ℝ) + 1) (r := 2 * z)
    (by positivity) (by positivity)
  have hk : (1 / (2 * z)) ^ ((k : ℝ) + 1) = 1 / (2 * z) ^ (k + 1) := by
    have e : (k : ℝ) + 1 = ((k + 1 : ℕ) : ℝ) := (Nat.cast_succ k).symm
    rw [e, Real.rpow_natCast, one_div_pow]
  rw [Real.Gamma_nat_eq_factorial, hk] at h
  simp only [add_sub_cancel_right, Real.rpow_natCast] at h
  have e : ∀ r : ℝ, -2 * z * r = -(2 * z * r) := fun r => by ring
  simp only [e]
  rw [h]
  ring

/-- The mean radius of the radial density is `(2n+1)/(2z)`. -/
theorem meanRadius_eq (n : ℕ) {z : ℝ} (hz : 0 < z) :
    meanRadius n z = (2 * n + 1) / (2 * z) := by
  have hpt : ∀ r : ℝ, r * (r ^ (2 * n) * Real.exp (-2 * z * r))
      = r ^ (2 * n + 1) * Real.exp (-2 * z * r) := fun r => by ring
  have key : ∀ P F c q : ℝ, P ≠ 0 → F ≠ 0 → c ≠ 0 → q * F / (P * c) / (F / P) = q / c := by
    intro P F c q hP hF hc
    field_simp
  have hc : ((2 * n + 1 : ℕ) : ℝ) = 2 * n + 1 := by norm_num
  simp only [meanRadius, radialDensity_eq, hpt]
  rw [radial_moment _ hz, radial_moment _ hz, Nat.factorial_succ (2 * n),
    pow_succ (2 * z) (2 * n + 1), Nat.cast_mul,
    key _ _ _ _ (by positivity) (by positivity) (by positivity), hc]

/-- One orbital lies higher in energy than another and yet has the smaller mean radius exactly
when `z < w` and `(2n+1) w < (2m+1) z`. -/
theorem reversal_iff (n m : ℕ) {z w : ℝ} (hz : 0 < z) (hw : 0 < w) :
    (orbitalEnergy w < orbitalEnergy z ∧ meanRadius n z < meanRadius m w) ↔
      (z < w ∧ (2 * n + 1) * w < (2 * m + 1) * z) := by
  have h2z : 0 < 2 * z := by positivity
  have h2w : 0 < 2 * w := by positivity
  rw [meanRadius_eq n hz, meanRadius_eq m hw,
    lt_iff_lt_of_le_iff_le (div_le_div_iff₀ h2w h2z)]
  unfold orbitalEnergy
  constructor
  · rintro ⟨h1, h2⟩
    exact ⟨by nlinarith, by linarith⟩
  · rintro ⟨h1, h2⟩
    exact ⟨by nlinarith, by linarith⟩

/-- If the orbital of higher energy has the smaller mean radius, it also has the smaller most
probable radius. -/
theorem mostProbableRadius_lt_of_reversal {n m : ℕ} (hn : 1 ≤ n) (hm : 1 ≤ m) {z w a b : ℝ}
    (hz : 0 < z) (hw : 0 < w) (hE : orbitalEnergy w < orbitalEnergy z)
    (hR : meanRadius n z < meanRadius m w)
    (ha : IsMostProbableRadius n z a) (hb : IsMostProbableRadius m w b) : a < b := by
  obtain ⟨h1, h2⟩ := (reversal_iff n m hz hw).1 ⟨hE, hR⟩
  rw [(isMostProbableRadius_iff hn hz a).1 ha, (isMostProbableRadius_iff hm hw b).1 hb,
    lt_iff_lt_of_le_iff_le (div_le_div_iff₀ hw hz)]
  linarith

/-- For two orbitals with the same `n`, higher energy is equivalent to larger mean radius. -/
theorem energy_orders_size_at_fixed_n (n : ℕ) {z w : ℝ} (hz : 0 < z) (hw : 0 < w) :
    orbitalEnergy w < orbitalEnergy z ↔ meanRadius n w < meanRadius n z := by
  have h2z : 0 < 2 * z := by positivity
  have h2w : 0 < 2 * w := by positivity
  have hq : (0 : ℝ) < 2 * n + 1 := by positivity
  rw [meanRadius_eq n hz, meanRadius_eq n hw,
    lt_iff_lt_of_le_iff_le (div_le_div_iff₀ h2z h2w)]
  unfold orbitalEnergy
  constructor
  · intro h
    have h1 : 2 * z < 2 * w := by nlinarith
    exact mul_lt_mul_of_pos_left h1 hq
  · intro h
    have h1 : 2 * z < 2 * w := lt_of_mul_lt_mul_left h hq.le
    nlinarith

/-- The orbital `(n, z) = (4, 1)` lies above `(5, 1.1)` in energy; their most probable radii are
`4` and `50/11`, and their mean radii `9/2` and `5`. -/
theorem four_five_values :
    orbitalEnergy (11 / 10) < orbitalEnergy 1 ∧
      IsMostProbableRadius 4 1 4 ∧ IsMostProbableRadius 5 (11 / 10) (50 / 11) ∧
      meanRadius 4 1 = 9 / 2 ∧ meanRadius 5 (11 / 10) = 5 := by
  refine ⟨by norm_num [orbitalEnergy], ?_, ?_, ?_, ?_⟩
  · rw [isMostProbableRadius_iff (by norm_num) (by norm_num)]
    norm_num
  · rw [isMostProbableRadius_iff (by norm_num) (by norm_num)]
    norm_num
  · rw [meanRadius_eq 4 (by norm_num)]
    norm_num
  · rw [meanRadius_eq 5 (by norm_num)]
    norm_num

/-- It is false that an orbital of higher energy always has the larger mean radius or the larger
most probable radius. -/
theorem higher_energy_not_always_more_diffuse :
    ¬ ∀ (n m : ℕ) (z w : ℝ), 1 ≤ n → 1 ≤ m → 0 < z → 0 < w →
      orbitalEnergy w < orbitalEnergy z →
      (meanRadius m w < meanRadius n z ∨
        ∃ a b, IsMostProbableRadius n z a ∧ IsMostProbableRadius m w b ∧ b < a) := by
  intro h
  obtain ⟨hE, -, -, h4, h5⟩ := four_five_values
  have hR : meanRadius 4 1 < meanRadius 5 (11 / 10) := by
    rw [h4, h5]
    norm_num
  rcases h 4 5 1 (11 / 10) (by norm_num) (by norm_num) (by norm_num) (by norm_num) hE with
    h1 | ⟨a, b, ha, hb, hab⟩
  · exact lt_asymm h1 hR
  · exact lt_asymm hab (mostProbableRadius_lt_of_reversal (by norm_num) (by norm_num)
      (by norm_num) (by norm_num) hE hR ha hb)

end

end OrbitalEnergyVersusSize
```

```lean
#print axioms OrbitalEnergyVersusSize.radial_schrodinger
#print axioms OrbitalEnergyVersusSize.energy_orders_size_at_fixed_n
#print axioms OrbitalEnergyVersusSize.higher_energy_not_always_more_diffuse
```

```
'OrbitalEnergyVersusSize.radial_schrodinger' depends on axioms: [propext, Classical.choice, Quot.sound]
'OrbitalEnergyVersusSize.energy_orders_size_at_fixed_n' depends on axioms: [propext, Classical.choice, Quot.sound]
'OrbitalEnergyVersusSize.higher_energy_not_always_more_diffuse' depends on axioms: [propext, Classical.choice, Quot.sound]
```

### How the proof follows the calculation

`radialDensity_eq` merges the squared exponential into exp(-2zr). In `radial_schrodinger`, `h1` is the first derivative, (n/x - z)u. `h4` records that this formula holds throughout a neighbourhood of r, which is what permits a second differentiation. `h3` is the product rule, and `ring` collects the terms.

In `isMostProbableRadius_iff`, `Real.add_one_lt_exp` supplies x < exp(x-1) as `h1`, and `h2` raises it to the power 2n. `h3` and `h4` rewrite the two densities so that the inequality applies after multiplication by a positive factor. Uniqueness follows because two different strict global maxima would each have to exceed the other.

`radial_moment` specialises Mathlib's Gamma integral to whole-number powers and replaces Γ(k+1) by k!. `meanRadius_eq` takes the ratio of two such moments, splits (2n+1)! into (2n+1)(2n)! and cancels the common factors.

`reversal_iff` inserts the mean radii and clears the positive denominators. `nlinarith` handles the passage between z < w and the inequality of squares. `mostProbableRadius_lt_of_reversal` feeds the resulting inequalities to `linarith`, which finds nw < mz as above. `energy_orders_size_at_fixed_n` uses the same cross-multiplication, then cancels the common factor 2n+1.

`four_five_values` evaluates the general formulas at the two orbitals. The last theorem applies the supposed rule to this pair. If the rule promises a larger mean radius, the values 9/2 and 5 contradict it; if it promises a larger most probable radius, `mostProbableRadius_lt_of_reversal` does.
